# Normalised real RPA amplitudes give a symmetric ring-CCD amplitude with eigenvalues in (−1, 1)

To turn the eigenvectors of a random-phase approximation (RPA) calculation into a ring coupled-cluster doubles (ring-CCD) amplitude, one collects the excitation parts in a matrix $X$ and the de-excitation parts in a matrix $Y$, and computes $T = YX^{-1}$. This step needs $X$ to be invertible. For a complete set of real excitations in a finite basis, the RPA normalisation guarantees that. Together with the orthogonality between excitations and de-excitations, which is counted here as part of the normalisation, it also makes $T$ symmetric, with $1-T^2=(XX^{\mathsf T})^{-1}$ and all eigenvalues strictly between $-1$ and $1$. If $X$ and $Y$ solve the RPA equations as well, $T$ solves the ring-CCD equation.

## Real, square blocks: a complete set of excitations

Rows of $X$ and $Y$ are labelled by particle-hole pairs, columns by excitations. Both labels run over the same finite type `n`, so there are as many excitations as pairs. If only the lowest few roots are computed, $X$ has fewer columns than rows and no inverse, and $T$ cannot be formed this way. With real orbitals and a stable reference state the amplitudes can be chosen real; complex amplitudes are not covered.

```lean
import Mathlib

open Matrix

namespace RingCoupledClusterAmplitude

variable {n : Type*} [Fintype n] [DecidableEq n]
```

The normalisation has two parts. Writing $x_k, y_k$ for the $k$-th columns, they read

$$x_k\cdot x_l - y_k\cdot y_l=\delta_{kl},\qquad x_k\cdot y_l = y_k\cdot x_l .$$

The first is orthonormality in the indefinite RPA metric. The second says that each excitation $(x_k,y_k)$ is orthogonal, in the same metric, to every de-excitation partner $(y_l,x_l)$. They are the fields `norm` and `symm`.

```lean
/-- The RPA normalisation of real excitation amplitudes `X` and de-excitation amplitudes `Y`:
`XᵀX - YᵀY = 1`, and `XᵀY` is symmetric. -/
structure IsNormalized (X Y : Matrix n n ℝ) : Prop where
  norm : Xᵀ * X - Yᵀ * Y = 1
  symm : (Xᵀ * Y).IsSymm
```

The amplitude is defined for any pair of matrices. Lean assigns a singular matrix the inverse zero, so the definition carries its intended meaning only once $X$ is known to be invertible.

```lean
/-- The ring coupled-cluster doubles amplitude `T = Y X⁻¹`, for invertible `X`. -/
noncomputable def amplitude (X Y : Matrix n n ℝ) : Matrix n n ℝ := Y * X⁻¹
```

## The indefinite norm makes X invertible

Take $X^{\mathsf T}X-Y^{\mathsf T}Y=1$ between a vector $v$ and itself. With $|u|^2=u\cdot u$,

$$|Xv|^2=|v|^2+|Yv|^2 .$$

If $Xv=0$, the right-hand side must vanish, and since both terms are non-negative, $v=0$. A square matrix with no kernel is invertible, and then $TX=YX^{-1}X=Y$.

In Lean, `*ᵥ` applies a matrix to a vector and `⬝ᵥ` is the dot product. `dot_self_pos` supplies $|v|^2>0$ for $v\neq0$, and `length_balance` is the displayed identity.

```lean
omit [DecidableEq n] in
/-- A nonzero real vector has positive squared length. -/
theorem dot_self_pos {v : n → ℝ} (hv : v ≠ 0) : 0 < v ⬝ᵥ v := by
  have h0 : 0 ≤ v ⬝ᵥ v := by
    unfold dotProduct
    exact Finset.sum_nonneg fun i _ => mul_self_nonneg (v i)
  exact lt_of_le_of_ne h0 fun h => hv (dotProduct_self_eq_zero.mp h.symm)

/-- For normalised amplitudes, `|Xv|² = |v|² + |Yv|²` for every vector `v`. -/
theorem length_balance {X Y : Matrix n n ℝ} (h : IsNormalized X Y) (v : n → ℝ) :
    (X *ᵥ v) ⬝ᵥ (X *ᵥ v) = v ⬝ᵥ v + (Y *ᵥ v) ⬝ᵥ (Y *ᵥ v) := by
  have key : v ⬝ᵥ ((Xᵀ * X - Yᵀ * Y) *ᵥ v) = v ⬝ᵥ v := by
    rw [h.norm, one_mulVec]
  have e : ∀ M : Matrix n n ℝ, v ⬝ᵥ ((Mᵀ * M) *ᵥ v) = (M *ᵥ v) ⬝ᵥ (M *ᵥ v) := by
    intro M
    rw [← mulVec_mulVec, dotProduct_mulVec, vecMul_transpose]
  rw [sub_mulVec, dotProduct_sub, e, e] at key
  linarith
```

`excitation_invertible` assumes $\det X=0$, takes a nonzero kernel vector and contradicts the identity. `amplitude_mul` then cancels $X^{-1}X$.

```lean
/-- The excitation block `X` of normalised RPA amplitudes is invertible. -/
theorem excitation_invertible {X Y : Matrix n n ℝ} (h : IsNormalized X Y) :
    IsUnit X.det := by
  rw [isUnit_iff_ne_zero]
  intro h0
  -- a kernel vector of `X` would have negative or zero squared length
  obtain ⟨v, hv, hXv⟩ := exists_mulVec_eq_zero_iff.mpr h0
  have b := length_balance h v
  have hY : 0 ≤ (Y *ᵥ v) ⬝ᵥ (Y *ᵥ v) := by
    unfold dotProduct
    exact Finset.sum_nonneg fun i _ => mul_self_nonneg _
  rw [hXv, zero_dotProduct] at b
  linarith [dot_self_pos hv]

/-- For normalised amplitudes, `T` maps the excitation block to the de-excitation block:
`T X = Y`. -/
theorem amplitude_mul {X Y : Matrix n n ℝ} (h : IsNormalized X Y) :
    amplitude X Y * X = Y := by
  rw [amplitude, mul_assoc, nonsing_inv_mul _ (excitation_invertible h), mul_one]
```

Without the norm condition invertibility can fail: for $1\times1$ matrices, $X=0$ and $Y=1$ satisfy the symmetry condition, but $X$ has no inverse.

## Symmetry of XᵀY makes T symmetric

The symmetry condition says $Y^{\mathsf T}X=X^{\mathsf T}Y$. Insert $XX^{-1}=1$ into the transpose of $T$:

$$T^{\mathsf T}=X^{-\mathsf T}Y^{\mathsf T}=X^{-\mathsf T}(Y^{\mathsf T}X)X^{-1}=X^{-\mathsf T}X^{\mathsf T}YX^{-1}=T .$$

The `calc` block in `amplitude_symm` follows this chain, with `hs` as the symmetry condition.

```lean
/-- The ring coupled-cluster amplitude of normalised RPA amplitudes is symmetric. -/
theorem amplitude_symm {X Y : Matrix n n ℝ} (h : IsNormalized X Y) :
    (amplitude X Y).IsSymm := by
  have h1 : X * X⁻¹ = 1 := mul_nonsing_inv _ (excitation_invertible h)
  have h1t : (X⁻¹)ᵀ * Xᵀ = 1 := by rw [← transpose_mul, h1, transpose_one]
  have hs : Yᵀ * X = Xᵀ * Y := by
    have := h.symm.eq
    rwa [transpose_mul, transpose_transpose] at this
  -- congruence with `X⁻¹` carries the symmetry of `XᵀY` over to `T`
  have : (Y * X⁻¹)ᵀ = Y * X⁻¹ := by
    calc (Y * X⁻¹)ᵀ = (X⁻¹)ᵀ * Yᵀ * (X * X⁻¹) := by rw [h1, mul_one, transpose_mul]
      _ = (X⁻¹)ᵀ * (Yᵀ * X) * X⁻¹ := by simp only [mul_assoc]
      _ = (X⁻¹)ᵀ * Xᵀ * (Y * X⁻¹) := by rw [hs]; simp only [mul_assoc]
      _ = Y * X⁻¹ := by rw [h1t, one_mul]
  exact this
```

With $Y=TX$ and $T^{\mathsf T}=T$, the norm becomes

$$X^{\mathsf T}X-Y^{\mathsf T}Y=X^{\mathsf T}X-X^{\mathsf T}T^2X=X^{\mathsf T}(1-T^2)X .$$

Setting this to $1$ says that $X^{\mathsf T}$ is a left inverse of $(1-T^2)X$. For square matrices it is then also a right inverse, so $(1-T^2)XX^{\mathsf T}=1$.

The argument also runs backwards. If $T$ is symmetric, $Y=TX$ and $(1-T^2)XX^{\mathsf T}=1$, the same exchange of factors returns the norm, and $X^{\mathsf T}Y=X^{\mathsf T}TX$ is symmetric. `isNormalized_iff` states this equivalence. Its local fact `cong` is the displayed identity, and `mul_eq_one_comm` exchanges the factors in both directions.

```lean
/-- Main theorem: `X` and `Y` are normalised RPA amplitudes exactly when `Y = T X` for a
symmetric `T` with `(1 - T²) X Xᵀ = 1`. -/
theorem isNormalized_iff (X Y : Matrix n n ℝ) :
    IsNormalized X Y ↔
      ∃ T : Matrix n n ℝ, T.IsSymm ∧ Y = T * X ∧ (1 - T * T) * (X * Xᵀ) = 1 := by
  -- for symmetric `T` the normalisation is a congruence transform of `1 - T²`
  have cong : ∀ T : Matrix n n ℝ, T.IsSymm →
      Xᵀ * X - (T * X)ᵀ * (T * X) = Xᵀ * ((1 - T * T) * X) := by
    intro T hT
    rw [transpose_mul, hT.eq]
    noncomm_ring
  constructor
  · intro h
    refine ⟨amplitude X Y, amplitude_symm h, (amplitude_mul h).symm, ?_⟩
    have hc := cong _ (amplitude_symm h)
    rw [amplitude_mul h, h.norm] at hc
    rw [← mul_assoc]
    exact mul_eq_one_comm.mp hc.symm
  · rintro ⟨T, hT, rfl, hm⟩
    rw [← mul_assoc] at hm
    refine ⟨(cong T hT).trans (mul_eq_one_comm.mp hm), ?_⟩
    change (Xᵀ * (T * X))ᵀ = Xᵀ * (T * X)
    rw [transpose_mul, transpose_mul, transpose_transpose, hT.eq, mul_assoc]
```

`one_sub_amplitude_sq` identifies the $T$ of the equivalence with $YX^{-1}$ and writes the result as an inverse.

```lean
/-- For normalised RPA amplitudes, `1 - T² = (X Xᵀ)⁻¹`. -/
theorem one_sub_amplitude_sq {X Y : Matrix n n ℝ} (h : IsNormalized X Y) :
    1 - amplitude X Y * amplitude X Y = (X * Xᵀ)⁻¹ := by
  obtain ⟨T, -, hY, hm⟩ := (isNormalized_iff X Y).mp h
  have hT : amplitude X Y = T := by
    rw [amplitude, hY, mul_assoc, mul_nonsing_inv _ (excitation_invertible h), mul_one]
  rw [hT]
  exact (inv_eq_left_inv hm).symm
```

The order of the factors in $(XX^{\mathsf T})^{-1}$ is easily reversed. Take

$$X=\begin{pmatrix}0&1\\5/4&0\end{pmatrix},\qquad Y=\begin{pmatrix}0&0\\3/4&0\end{pmatrix}.$$

These are normalised, with $T=\mathrm{diag}(0,3/5)$ and $1-T^2=\mathrm{diag}(1,16/25)=(XX^{\mathsf T})^{-1}$, whereas $(X^{\mathsf T}X)^{-1}=\mathrm{diag}(16/25,1)$. Reordering the excitations permutes the columns of $X$ and $Y$; this can change $X^{\mathsf T}X$ but leaves $T$ and $XX^{\mathsf T}$ alone.

If the symmetry condition is dropped and the norm kept, both conclusions can fail. Take

$$X=\begin{pmatrix}1&0\\0&5/4\end{pmatrix},\qquad Y=\begin{pmatrix}0&3/4\\0&0\end{pmatrix},\qquad T=\begin{pmatrix}0&3/5\\0&0\end{pmatrix}.$$

Then $X^{\mathsf T}X-Y^{\mathsf T}Y=1$, but $T$ is not symmetric. Moreover $T^2=0$, so $1-T^2=1$, while $(XX^{\mathsf T})^{-1}=\mathrm{diag}(1,16/25)$.

## The norm bounds the eigenvalues

Let $Tv=\mu v$ with $v\ne0$, and put $w=X^{-1}v$. Then $w\neq0$, $Xw=v$ and $Yw=Tv=\mu v$. The length identity for $w$ reads

$$|v|^2=|w|^2+\mu^2|v|^2,\qquad\text{so}\qquad (1-\mu^2)|v|^2=|w|^2>0,$$

and hence $|\mu|<1$. In the proof `hXw` and `hYw` are the two substitutions, `b` is the length identity, and `nlinarith` does the final inequalities. The theorem speaks of real eigenvalues, which for a real symmetric $T$ are all of them.

```lean
/-- Every real eigenvalue of the ring coupled-cluster amplitude of normalised RPA amplitudes
lies strictly between `-1` and `1`. -/
theorem abs_eigenvalue_lt_one {X Y : Matrix n n ℝ} (h : IsNormalized X Y)
    {v : n → ℝ} (hv : v ≠ 0) {μ : ℝ} (he : amplitude X Y *ᵥ v = μ • v) : |μ| < 1 := by
  -- write `v = X w`, so that `T v = Y w`
  have hXw : X *ᵥ (X⁻¹ *ᵥ v) = v := by
    rw [mulVec_mulVec, mul_nonsing_inv _ (excitation_invertible h), one_mulVec]
  have hYw : Y *ᵥ (X⁻¹ *ᵥ v) = μ • v := by
    rw [mulVec_mulVec]
    exact he
  have hw : X⁻¹ *ᵥ v ≠ 0 := by
    intro hw
    rw [hw, mulVec_zero] at hXw
    exact hv hXw.symm
  have b := length_balance h (X⁻¹ *ᵥ v)
  rw [hXw, hYw, smul_dotProduct, dotProduct_smul, smul_eq_mul, smul_eq_mul] at b
  have hp := dot_self_pos hv
  have hq := dot_self_pos hw
  have hμ : μ * μ < 1 := by
    by_contra hge
    nlinarith [mul_le_mul_of_nonneg_right (not_lt.mp hge) hp.le]
  exact abs_lt.mpr ⟨by nlinarith, by nlinarith⟩
```

The bound leaves the sign of $\mu$ open. Without the norm the bound itself can fail: the $1\times1$ pair $X=-3/4$, $Y=5/4$ has $X^2-Y^2=-1$ and $T=-5/3$.

## The RPA equations give the ring-CCD equation

Let $A$ and $B$ be the two blocks of the RPA matrix: $A$ holds the orbital-energy differences and the coupling among excitations, $B$ the coupling between excitations and de-excitations. Let $\Omega$ hold the excitation energies, normally on its diagonal. The equations

$$AX+BY=X\Omega,\qquad BX+AY=-Y\Omega$$

are the hypotheses `h1` and `h2`. Multiply the ring-CCD residual by $X$ from the right and use $TX=Y$:

$$(B+AT+TA+TBT)X=(BX+AY)+T(AX+BY)=-Y\Omega+TX\Omega=0 .$$

Since $X$ is invertible, the residual itself is zero. In Lean, `h0` is this computation, and the last `calc` block cancels $X$. Of the normalisation, only the invertibility of $X$ enters. Nothing is assumed about $A$, $B$ and $\Omega$ beyond the two equations: $A$ and $B$ need not be symmetric, nor $\Omega$ diagonal.

```lean
/-- If normalised amplitudes solve the RPA equations `AX + BY = XΩ` and `BX + AY = -YΩ`,
then `T` solves the ring coupled-cluster doubles equation `B + AT + TA + TBT = 0`. -/
theorem amplitude_riccati {X Y A B Ω : Matrix n n ℝ} (h : IsNormalized X Y)
    (h1 : A * X + B * Y = X * Ω) (h2 : B * X + A * Y = -(Y * Ω)) :
    B + A * amplitude X Y + amplitude X Y * A + amplitude X Y * B * amplitude X Y = 0 := by
  have hT := amplitude_mul h
  generalize amplitude X Y = T at hT ⊢
  -- the residual vanishes after multiplication by `X`
  have h0 : (B + A * T + T * A + T * B * T) * X = 0 := by
    calc (B + A * T + T * A + T * B * T) * X
        = (B * X + A * (T * X)) + T * (A * X + B * (T * X)) := by noncomm_ring
      _ = -(Y * Ω) + T * (X * Ω) := by rw [hT, h1, h2]
      _ = 0 := by rw [← mul_assoc, hT, neg_add_cancel]
  calc B + A * T + T * A + T * B * T
      = (B + A * T + T * A + T * B * T) * X * X⁻¹ := by
        rw [mul_assoc _ X, mul_nonsing_inv _ (excitation_invertible h), mul_one]
    _ = 0 := by rw [h0, zero_mul]
```

Both equations matter. For $1\times1$ matrices, $X=1$ and $Y=0$ are normalised and satisfy the first equation with $\Omega=A$, but $T=0$ leaves the residual $B$. The second equation would force $B=0$. Conversely, $X=5/4$, $Y=3/4$, $A=1$, $B=0$ and $\Omega=-1$ are normalised and satisfy the second equation but not the first, and $T=3/5$ leaves the residual $6/5$.

For an actual calculation in a finite real basis, the theorem offers a test of a ring-CCD solver: $YX^{-1}$ from a complete set of normalised RPA solutions must satisfy its amplitude equation, provided both calculations use the same $A$ and $B$. The normalisation also helps to tell roots apart. With the numbers $A=17$ and $B=15$, the equation $15+34T+15T^2=0$ has the roots $-3/5$ and $-5/3$, and only the first is compatible with $|T|<1$. Equality of the RPA and ring-CCD correlation energies is a further statement, about traces, which is not treated here.

The last theorem exhibits two coupled excitations that meet all the hypotheses with non-zero coupling. Here $T$ has off-diagonal entries $-3/5$ and eigenvalues $\pm3/5$, so both signs can occur. The positive one is possible because this $B$ is indefinite. In direct RPA with real orbitals and positive orbital-energy gaps, $A$ is positive definite and $B$ positive semidefinite. Taking the ring-CCD equation between an eigenvector $v$ of $T$ and itself then gives $(1+\mu^2)\,v\cdot Bv=-2\mu\,v\cdot Av$, so $\mu\le0$. The proof checks the matrix identities entry by entry.

```lean
/-- Two coupled excitations with `A = 17`, off-diagonal coupling `B = 15` and `Ω = 8` have
the normalised RPA amplitudes `X = 5/4` (diagonal) and `Y = -3/4` (off-diagonal). -/
theorem amplitude_riccati_witness :
    IsNormalized (!![5/4, 0; 0, 5/4] : Matrix (Fin 2) (Fin 2) ℝ) !![0, -3/4; -3/4, 0] ∧
    (!![17, 0; 0, 17] : Matrix (Fin 2) (Fin 2) ℝ) * !![5/4, 0; 0, 5/4]
      + !![0, 15; 15, 0] * !![0, -3/4; -3/4, 0] = !![5/4, 0; 0, 5/4] * !![8, 0; 0, 8] ∧
    (!![0, 15; 15, 0] : Matrix (Fin 2) (Fin 2) ℝ) * !![5/4, 0; 0, 5/4]
      + !![17, 0; 0, 17] * !![0, -3/4; -3/4, 0]
        = -(!![0, -3/4; -3/4, 0] * !![8, 0; 0, 8]) := by
  refine ⟨⟨?_, ?_⟩, ?_, ?_⟩
  · ext i j
    fin_cases i <;> fin_cases j <;> norm_num [Matrix.mul_apply, Fin.sum_univ_succ]
  · unfold Matrix.IsSymm
    ext i j
    fin_cases i <;> fin_cases j <;> norm_num [Matrix.mul_apply, Fin.sum_univ_succ]
  · ext i j
    fin_cases i <;> fin_cases j <;> norm_num [Matrix.mul_apply, Fin.sum_univ_succ]
  · ext i j
    fin_cases i <;> fin_cases j <;> norm_num [Matrix.mul_apply, Fin.sum_univ_succ]

end RingCoupledClusterAmplitude
```

```lean
#print axioms RingCoupledClusterAmplitude.isNormalized_iff
#print axioms RingCoupledClusterAmplitude.one_sub_amplitude_sq
#print axioms RingCoupledClusterAmplitude.abs_eigenvalue_lt_one
#print axioms RingCoupledClusterAmplitude.amplitude_riccati
```

```
'RingCoupledClusterAmplitude.isNormalized_iff' depends on axioms: [propext, Classical.choice, Quot.sound]
'RingCoupledClusterAmplitude.one_sub_amplitude_sq' depends on axioms: [propext, Classical.choice, Quot.sound]
'RingCoupledClusterAmplitude.abs_eigenvalue_lt_one' depends on axioms: [propext, Classical.choice, Quot.sound]
'RingCoupledClusterAmplitude.amplitude_riccati' depends on axioms: [propext, Classical.choice, Quot.sound]
```
